# Column-minimum bound on the eigenvalues z ≠ 1 of a finite real matrix with unit row sums

Q: A Markov chain can be written with P acting on observables or on distributions, and its eigenvalues need not be real unless detailed balance holds. Before I trust a bound on them I want to know which object was chosen.

A: The states form a finite set n, and P(x,y) is a real number, read as the probability of a step from x to y. Normalisation is therefore along rows, Σ_y P(x,y) = 1. Observables are column vectors v evolving as Pv, and distributions are row vectors u evolving as uP. Detailed balance is not assumed, so eigenvalues and vectors are complex. Two conditions are kept apart: `HasUnitRowSums` is conservation of probability alone, and `IsRowStochastic` adds nonnegative entries.

In Lean 4 with Mathlib:

```lean
import Mathlib

open Matrix Finset

namespace ColumnMinimumBound

noncomputable section

variable {n : Type*} [Fintype n]

/-- Every row of `P` sums to one. -/
def HasUnitRowSums (P : Matrix n n ℝ) : Prop := ∀ x, ∑ y, P x y = 1

/-- A transition matrix: nonnegative entries, and rows summing to one. -/
def IsRowStochastic (P : Matrix n n ℝ) : Prop := (∀ x y, 0 ≤ P x y) ∧ HasUnitRowSums P
```

Q: And the quantity in the bound?

A: For each target state y take the smallest probability of reaching it in one step, and add these up:

c(y) = min_x P(x,y),  s = Σ_y c(y).

These are `colMin P y` and `colMinSum P`, and `[Nonempty n]` gives the minimum something to range over. For a stochastic P, s is the part of a step that is the same whatever the starting state.

```lean
/-- The smallest entry in column `y`, the minimum over `x` of `P(x,y)`. -/
def colMin [Nonempty n] (P : Matrix n n ℝ) (y : n) : ℝ :=
  univ.inf' univ_nonempty (fun x => P x y)

/-- The sum `s` of the column minima. -/
def colMinSum [Nonempty n] (P : Matrix n n ℝ) : ℝ := ∑ y, colMin P y
```

The matrix `cplx P` has the same entries regarded as complex numbers. `IsEigenvalue P z` says that Pv = zv for some nonzero complex column vector v, and `l1 u` is ‖u‖₁ = Σ_x |u(x)|. In the code `*ᵥ` is the product Pv and `ᵥ*` is the product uP. The last definition is a chain on states 0 and 1 with hopping probabilities a for 0 → 1 and b for 1 → 0.

```lean
/-- The real matrix `P` regarded as a complex matrix. -/
def cplx (P : Matrix n n ℝ) : Matrix n n ℂ := P.map (fun a => (a : ℂ))

/-- `z` is a complex eigenvalue of `P`: some nonzero complex vector obeys `P v = z v`. -/
def IsEigenvalue (P : Matrix n n ℝ) (z : ℂ) : Prop :=
  ∃ v : n → ℂ, v ≠ 0 ∧ cplx P *ᵥ v = z • v

/-- The `ℓ¹` norm of a complex weight vector. -/
def l1 (u : n → ℂ) : ℝ := ∑ x, ‖u x‖

/-- The two-state chain that hops `0 → 1` with probability `a` and `1 → 0` with
probability `b`. -/
def twoState (a b : ℝ) : Matrix (Fin 2) (Fin 2) ℝ := !![1 - a, a; b, 1 - b]
```

Q: Give me the argument in ordinary notation. Why should column minima control the spectrum?

A: Call a real vector m a minorant if m(y) ≤ P(x,y) for all x and y. The column minima form the largest minorant: a number lies below c(y) exactly when it lies below every entry of column y. That is `le_colMin_iff`, and applying it to c(y) ≤ c(y) shows that c itself is a minorant.

```lean
/-- A number lies below the column minimum exactly when it lies below every entry of the
column. -/
theorem le_colMin_iff [Nonempty n] (P : Matrix n n ℝ) (y : n) (c : ℝ) :
    c ≤ colMin P y ↔ ∀ x, c ≤ P x y := by
  unfold colMin
  rw [Finset.le_inf'_iff]
  exact ⟨fun h x => h x (mem_univ x), fun h x _ => h x⟩
```

The first step is conservation of total weight. For any complex row vector u,

Σ_y (uP)(y) = Σ_y Σ_x u(x) P(x,y) = Σ_x u(x) Σ_y P(x,y) = Σ_x u(x).

In `sum_vecMul`, `Finset.sum_comm` exchanges the sums, `h1` is the row sum, and `Finset.mul_sum` pulls out u(x).

```lean
/-- One step `u ↦ u P` conserves the total weight when rows sum to one. -/
theorem sum_vecMul {P : Matrix n n ℝ} (hP : HasUnitRowSums P) (u : n → ℂ) :
    ∑ y, (u ᵥ* cplx P) y = ∑ x, u x := by
  have happ : ∀ y, (u ᵥ* cplx P) y = ∑ x, u x * (P x y : ℂ) := fun y => by
    rfl
  simp only [happ]
  rw [Finset.sum_comm]
  refine Finset.sum_congr rfl fun x _ => ?_
  have h1 : ∑ y, (P x y : ℂ) = 1 := by exact_mod_cast hP x
  rw [← Finset.mul_sum, h1, mul_one]
```

The second step takes u with Σ_x u(x) = 0. Then Σ_x u(x) m(y) = 0, so m(y) may be subtracted from each entry of column y:

(uP)(y) = Σ_x u(x) [P(x,y) − m(y)].

The brackets are nonnegative, so the triangle inequality needs no modulus on them:

‖uP‖₁ ≤ Σ_y Σ_x |u(x)| [P(x,y) − m(y)]
    = Σ_x |u(x)| [1 − Σ_y m(y)]
    = (1 − Σ_y m(y)) ‖u‖₁.

In `l1_vecMul_le` the subtraction is `h`, and the three stages of the `calc` block are these three lines. `norm_sum_le` is the triangle inequality and `hP x` supplies the row sum.

```lean
/-- If rows sum to one and `m(y) ≤ P(x,y)` for all `x, y`, then `‖u P‖₁ ≤ (1 - ∑ m) ‖u‖₁`
for every vector `u` of zero total weight. -/
theorem l1_vecMul_le {P : Matrix n n ℝ} (hP : HasUnitRowSums P) {m : n → ℝ}
    (hm : ∀ x y, m y ≤ P x y) {u : n → ℂ} (hu : ∑ x, u x = 0) :
    l1 (u ᵥ* cplx P) ≤ (1 - ∑ y, m y) * l1 u := by
  have happ : ∀ y, (u ᵥ* cplx P) y = ∑ x, u x * (P x y : ℂ) := fun y => by
    rfl
  -- zero total weight: the common part `m` of all rows drops out
  have h : ∀ y, (u ᵥ* cplx P) y = ∑ x, u x * ((P x y - m y : ℝ) : ℂ) := fun y => by
    rw [happ]
    push_cast
    simp only [mul_sub, Finset.sum_sub_distrib, ← Finset.sum_mul, hu, zero_mul, sub_zero]
  unfold l1
  calc ∑ y, ‖(u ᵥ* cplx P) y‖ ≤ ∑ y, ∑ x, ‖u x‖ * (P x y - m y) := by
        refine Finset.sum_le_sum fun y _ => ?_
        rw [h]
        refine (norm_sum_le _ _).trans (le_of_eq (Finset.sum_congr rfl fun x _ => ?_))
        rw [norm_mul, Complex.norm_real, Real.norm_of_nonneg (sub_nonneg.2 (hm x y))]
    _ = ∑ x, ‖u x‖ * (1 - ∑ y, m y) := by
        -- the residual matrix has row sums `1 - ∑ m`
        rw [Finset.sum_comm]
        refine Finset.sum_congr rfl fun x _ => ?_
        rw [← Finset.mul_sum, Finset.sum_sub_distrib, hP x]
    _ = (1 - ∑ y, m y) * ∑ x, ‖u x‖ := by rw [← Finset.sum_mul, mul_comm]
```

Q: That estimate concerns row vectors, but your eigenvalue was defined through a column vector. The two do not seem to meet.

A: They meet in the determinant. With I the identity matrix, Pv = zv and v ≠ 0 give (P − zI)v = 0, hence det(P − zI) = 0. A square matrix with zero determinant also annihilates some nonzero row vector, u(P − zI) = 0, which is uP = zu with the same z and no complex conjugation. The proof writes zI as `diagonal (fun _ => z)`, reaches `hdet` by `Matrix.exists_mulVec_eq_zero_iff`, and returns by `Matrix.exists_vecMul_eq_zero_iff`. This is a place where finite dimension is used.

```lean
/-- Every eigenvalue of `P` has a nonzero left eigenvector, `u P = z u`. -/
theorem exists_left_eigenvector {P : Matrix n n ℝ} {z : ℂ} (hz : IsEigenvalue P z) :
    ∃ u : n → ℂ, u ≠ 0 ∧ u ᵥ* cplx P = z • u := by
  classical
  obtain ⟨v, hv0, hv⟩ := hz
  -- both sides are governed by `det (P - z) = 0`
  have hdet : (cplx P - diagonal (fun _ => z)).det = 0 := by
    refine Matrix.exists_mulVec_eq_zero_iff.1 ⟨v, hv0, ?_⟩
    ext i
    rw [sub_mulVec, Pi.sub_apply, mulVec_diagonal, hv]
    simp
  obtain ⟨u, hu0, hu⟩ := Matrix.exists_vecMul_eq_zero_iff.2 hdet
  refine ⟨u, hu0, ?_⟩
  rw [vecMul_sub, sub_eq_zero] at hu
  rw [hu]
  ext i
  rw [vecMul_diagonal, Pi.smul_apply, smul_eq_mul, mul_comm]
```

Now take such a u with z ≠ 1. Conservation of weight gives z Σ_x u(x) = Σ_x u(x), that is

(z − 1) Σ_x u(x) = 0,

so Σ_x u(x) = 0 and the contraction applies:

|z| ‖u‖₁ = ‖zu‖₁ = ‖uP‖₁ ≤ (1 − Σ_y m(y)) ‖u‖₁.

Since u ≠ 0, ‖u‖₁ > 0 and it cancels. In the code `hsum` is the zero total weight, `hscale` the first equality, `hpos` the positivity, and `le_of_mul_le_mul_right` the cancellation.

```lean
/-- If rows sum to one and `m(y) ≤ P(x,y)` for all `x, y`, every eigenvalue `z ≠ 1` has
`|z| ≤ 1 - ∑ m`. -/
theorem norm_eigenvalue_le_of_minorant {P : Matrix n n ℝ} (hP : HasUnitRowSums P)
    {m : n → ℝ} (hm : ∀ x y, m y ≤ P x y) {z : ℂ} (hz : IsEigenvalue P z) (h1 : z ≠ 1) :
    ‖z‖ ≤ 1 - ∑ y, m y := by
  obtain ⟨u, hu0, hu⟩ := exists_left_eigenvector hz
  -- weight conservation and `z ≠ 1` force zero total weight
  have hsum : ∑ x, u x = 0 := by
    have h := sum_vecMul hP u
    rw [hu] at h
    simp only [Pi.smul_apply, smul_eq_mul, ← Finset.mul_sum] at h
    have h' : (z - 1) * ∑ x, u x = 0 := by linear_combination h
    exact (mul_eq_zero.1 h').resolve_left (sub_ne_zero.2 h1)
  have hle := l1_vecMul_le hP hm hsum
  have hscale : l1 (z • u) = ‖z‖ * l1 u := by
    simp only [l1, Pi.smul_apply, smul_eq_mul, norm_mul, Finset.mul_sum]
  rw [hu, hscale] at hle
  have hpos : 0 < l1 u := by
    obtain ⟨x, hx⟩ := Function.ne_iff.1 hu0
    exact Finset.sum_pos' (fun i _ => norm_nonneg _) ⟨x, mem_univ x, norm_pos_iff.2 hx⟩
  exact le_of_mul_le_mul_right hle hpos
```

Choosing m = c gives `norm_eigenvalue_le`: if the rows of a real matrix P on a finite nonempty set sum to one, every complex eigenvalue z ≠ 1 obeys

|z| ≤ 1 − s.

```lean
/-- Column-minimum bound: if the rows of `P` sum to one, every complex eigenvalue `z ≠ 1`
has `|z| ≤ 1 - s`, with `s` the sum of the column minima. -/
theorem norm_eigenvalue_le [Nonempty n] {P : Matrix n n ℝ} (hP : HasUnitRowSums P)
    {z : ℂ} (hz : IsEigenvalue P z) (h1 : z ≠ 1) : ‖z‖ ≤ 1 - colMinSum P :=
  norm_eigenvalue_le_of_minorant hP (m := colMin P)
    (fun x y => (le_colMin_iff P y _).1 le_rfl x) hz h1
```

Q: The hypothesis is only `HasUnitRowSums P`. A matrix with negative entries is no Markov chain, so has positivity been forgotten?

A: The estimate needed P(x,y) − m(y) ≥ 0, never P(x,y) ≥ 0. Every stochastic matrix satisfies the weaker hypothesis, so the theorem covers all of them. With negative entries it still holds, but s may then be negative and the bound larger than one. In the other direction s never exceeds one: for any fixed state x, Σ_y c(y) ≤ Σ_y P(x,y) = 1, which is the proof of `colMinSum_le_one`. On a single state P = (1) and s = 1, and the bound is empty because no eigenvalue differs from 1.

```lean
/-- If the rows of `P` sum to one, the sum of the column minima is at most one. -/
theorem colMinSum_le_one [Nonempty n] {P : Matrix n n ℝ} (hP : HasUnitRowSums P) :
    colMinSum P ≤ 1 := by
  obtain ⟨x⟩ := ‹Nonempty n›
  rw [← hP x]
  exact Finset.sum_le_sum fun y _ => (le_colMin_iff P y _).1 le_rfl x
```

Q: Show me numbers, preferably with complex eigenvalues.

A: Take states 0, 1, 2 and the rows

(0.2, 0.5, 0.3),  (0.3, 0.2, 0.5),  (0.5, 0.3, 0.2).

Each column has minimum 0.2, so s = 0.6 and the bound is 0.4. With ω = exp(2πi/3), the unit vector v = (1, ω, ω²)/√3 satisfies Pv = zv with

z = 0.2 + 0.5ω + 0.3ω² = −0.2 + 0.1√3 i,  |z|² = 0.04 + 0.03 = 0.07.

So |z| ≈ 0.265 ≤ 0.4, and the conjugate eigenvalue has the same modulus. For the contraction take u = (1, −1, 0), the difference of two point distributions, with ‖u‖₁ = 2. Then uP = (−0.1, 0.3, −0.2) and ‖uP‖₁ = 0.6 ≤ 0.4 · 2 = 0.8.

Q: For a non-reversible chain P need not be diagonalisable, and an eigenvalue bound does not by itself tell me how far I am from equilibrium after k steps.

A: That is why the contraction is iterated directly. For every natural number k and every u of zero total weight,

‖uP^k‖₁ ≤ (1 − s)^k ‖u‖₁.

In the statement `u ᵥ* cplx P ^ k` the power is taken of the matrix before it acts on u. The induction writes uP^(k+1) = (uP)P^k. The vector uP again has zero weight by `sum_vecMul`, so the hypothesis for k applies to it, which is the purpose of `generalizing u`:

‖(uP)P^k‖₁ ≤ (1 − s)^k ‖uP‖₁ ≤ (1 − s)^k (1 − s) ‖u‖₁.

The last inequality multiplies `hstep` by (1 − s)^k, nonnegative by `hr`.

```lean
/-- If the rows of `P` sum to one, then `‖u P^k‖₁ ≤ (1 - s)^k ‖u‖₁` for every vector `u` of
zero total weight. -/
theorem l1_vecMul_pow_le [Nonempty n] [DecidableEq n] {P : Matrix n n ℝ}
    (hP : HasUnitRowSums P) (k : ℕ) (u : n → ℂ) (hu : ∑ x, u x = 0) :
    l1 (u ᵥ* cplx P ^ k) ≤ (1 - colMinSum P) ^ k * l1 u := by
  have hr : 0 ≤ 1 - colMinSum P := sub_nonneg.2 (colMinSum_le_one hP)
  induction k generalizing u with
  | zero => simp
  | succ k ih =>
    have hstep : l1 (u ᵥ* cplx P) ≤ (1 - colMinSum P) * l1 u :=
      l1_vecMul_le hP (m := colMin P) (fun x y => (le_colMin_iff P y _).1 le_rfl x) hu
    rw [pow_succ' (cplx P), ← Matrix.vecMul_vecMul, pow_succ, mul_assoc]
    exact (ih _ ((sum_vecMul hP u).trans hu)).trans
      (mul_le_mul_of_nonneg_left hstep (pow_nonneg hr k))
```

The difference of two probability distributions has zero weight, so after k steps the ℓ¹ distance between the distributions evolved from two initial ones is at most (1 − s)^k times its initial value. This is an upper bound: when s > 0 it forces the two distributions together as k grows, the actual approach may be faster, and for s = 0 the bound alone does not show any approach. For a stochastic P, half this ℓ¹ distance is the total variation distance between the two distributions. No theorem here produces a stationary distribution or states the multiplicity of the eigenvalue 1.

Q: When does any of this give a true gap?

A: When s > 0. For a stochastic P all c(y) are nonnegative, and if one column y₀ has only positive entries then c(y₀) > 0, since a finite minimum of positive numbers is positive. Hence s > 0 and |z| ≤ 1 − s < 1. The hypothesis `hy` says that state y₀ can be reached in one step from every state, itself included. Here positivity is used: `hP.1` keeps the other columns from cancelling c(y₀) in `hs`, and `linarith` combines `hs` with the main bound.

```lean
/-- If a row-stochastic matrix has a column with all entries positive, every eigenvalue
`z ≠ 1` has `|z| < 1`. -/
theorem norm_eigenvalue_lt_one [Nonempty n] {P : Matrix n n ℝ} (hP : IsRowStochastic P)
    {y₀ : n} (hy : ∀ x, 0 < P x y₀) {z : ℂ} (hz : IsEigenvalue P z) (h1 : z ≠ 1) :
    ‖z‖ < 1 := by
  have hy0 : 0 < colMin P y₀ := by
    unfold colMin
    rw [Finset.lt_inf'_iff]
    exact fun x _ => hy x
  have hs : 0 < colMinSum P :=
    Finset.sum_pos' (fun y _ => (le_colMin_iff P y 0).2 fun x => hP.1 x y)
      ⟨y₀, mem_univ y₀, hy0⟩
  have := norm_eigenvalue_le hP.2 hz h1
  linarith
```

For Monte Carlo sampling on a finite configuration space, such as sampling |ψ|² of a trial wavefunction ψ on a finite lattice, each step multiplies the ℓ¹ distance between two distributions by at most 1 − s, and this is informative when a single step can reach some configuration from everywhere. With local moves every column typically contains a zero, so s = 0 and the bound is only |z| ≤ 1. The hypothesis concerns one step of the matrix supplied, and continuous configuration spaces are not treated.

Q: In your example the bound was loose. Is it ever attained?

A: Yes, on the two-state chain with a, b ≥ 0 and 0 < a + b ≤ 1. These conditions give a, b ≤ 1, so the matrix is stochastic. For v = (a, −b),

(Pv)(0) = (1 − a)a − ab = (1 − a − b) a,
(Pv)(1) = ba − (1 − b)b = (1 − a − b)(−b).

The code uses this v as it stands, and the unit vector is (a, −b)/√(a² + b²). The condition a + b > 0, that some hopping occurs, makes v nonzero and 1 − a − b different from 1. The condition a + b ≤ 1 says that b ≤ 1 − a and a ≤ 1 − b, so each state is reached at least as easily by staying as by hopping. Then c(0) = b, c(1) = a and s = a + b, and 1 − a − b ≥ 0 equals its own modulus:

|1 − a − b| = 1 − s.

The six goals in the proof of `twoState_sharp` are, in order, nonnegative entries, row sums, v ≠ 0, the eigenvector equation, z ≠ 1 and the modulus. `fin_cases` runs through the states 0 and 1, and `c0` and `c1` are the two column minima, each obtained from two inequalities through `le_colMin_iff`.

```lean
/-- Sharpness: for `a, b ≥ 0` and `0 < a + b ≤ 1` the two-state chain is row-stochastic, and
`1 - a - b` is an eigenvalue different from one with modulus exactly `1 - s`. -/
theorem twoState_sharp {a b : ℝ} (ha : 0 ≤ a) (hb : 0 ≤ b) (hpos : 0 < a + b)
    (hab : a + b ≤ 1) :
    IsRowStochastic (twoState a b) ∧ IsEigenvalue (twoState a b) ((1 - a - b : ℝ) : ℂ) ∧
      ((1 - a - b : ℝ) : ℂ) ≠ 1 ∧
      ‖((1 - a - b : ℝ) : ℂ)‖ = 1 - colMinSum (twoState a b) := by
  refine ⟨⟨fun x y => ?_, fun x => ?_⟩, ⟨![(a : ℂ), -(b : ℂ)], fun h => ?_, ?_⟩,
    fun h => ?_, ?_⟩
  · fin_cases x <;> fin_cases y <;> simp [twoState] <;> linarith
  · fin_cases x <;> simp [twoState, Fin.sum_univ_succ]
  · have h0 : a = 0 := by simpa using congrFun h 0
    have h1 : b = 0 := by simpa using congrFun h 1
    linarith
  · ext i
    fin_cases i <;> simp [cplx, twoState, mulVec, dotProduct, Fin.sum_univ_succ] <;> ring
  · have h' : 1 - a - b = 1 := by exact_mod_cast h
    linarith
  · -- the column minima are the off-diagonal entries
    have c0 : colMin (twoState a b) 0 = b := by
      refine le_antisymm ((le_colMin_iff _ 0 _).1 le_rfl 1) ((le_colMin_iff _ _ _).2 ?_)
      intro x
      fin_cases x <;> simp [twoState]
      linarith
    have c1 : colMin (twoState a b) 1 = a := by
      refine le_antisymm ((le_colMin_iff _ 1 _).1 le_rfl 0) ((le_colMin_iff _ _ _).2 ?_)
      intro x
      fin_cases x <;> simp [twoState]
      linarith
    rw [Complex.norm_real, Real.norm_of_nonneg (by linarith), colMinSum, Fin.sum_univ_two,
      c0, c1]
    ring

end

end ColumnMinimumBound
```
```lean
#print axioms ColumnMinimumBound.l1_vecMul_pow_le
#print axioms ColumnMinimumBound.norm_eigenvalue_lt_one
#print axioms ColumnMinimumBound.twoState_sharp
```

```
'ColumnMinimumBound.l1_vecMul_pow_le' depends on axioms: [propext, Classical.choice, Quot.sound]
'ColumnMinimumBound.norm_eigenvalue_lt_one' depends on axioms: [propext, Classical.choice, Quot.sound]
'ColumnMinimumBound.twoState_sharp' depends on axioms: [propext, Classical.choice, Quot.sound]
```
